# The least maximum modulus of a GMRES residual polynomial on a disk that excludes the origin

A particle scatters from a potential $V$. Its wave function $\psi$ solves the Lippmann–Schwinger equation $(1-G_0V)\psi=\phi$, where $\phi$ is the incident wave and $G_0$ the free propagator. On a grid this becomes a large linear system, usually non-Hermitian, whose matrix is often applied to vectors without being stored. GMRES is a common solver for such systems. If the scattering is weak, so that $\|G_0V\|\le\rho<1$, the operator $A=1-G_0V$ lies within $\rho$ of the identity. How much does this alone say about the residual after $k$ steps?

## The bound and its unique minimiser

Let $Ax=b$ be the system, $x_0$ the starting vector and $r=b-Ax_0$ the initial residual. After $k$ steps, GMRES has minimised $\|b-Ax\|$ over $x=x_0+s(A)r$, where $s$ is a polynomial of degree below $k$ (for $k=0$, $s=0$). Then
$$b-Ax=r-A\,s(A)r=p(A)r,\qquad p(z)=1-z\,s(z).$$
So $p$ has degree at most $k$ and $p(0)=1$; such a $p$ is called a residual polynomial.

Take a complex centre $c$ and a radius $\rho$ with $0<\rho<|c|$. The second inequality keeps the origin out of the disk $|z-c|\le\rho$. If the origin were inside, $p(0)=1$ would rule out any uniform bound below one. The claim is that the least possible maximum of $|p|$ on the disk is $(\rho/|c|)^k$, attained only by $p_*(z)=(1-z/c)^k$.

**Lower bound.** Expand $p(c+u)=\sum_{j=0}^k a_ju^j$ and define
$$q(w)=\sum_{j=0}^k a_j\rho^jw^{k-j}.$$
This is a polynomial in $w$, and for $w\ne0$ it equals $w^kp(c+\rho/w)$. The origin $z=0$ corresponds to $w_0=-\rho/c$, since $\rho/w_0=-c$. Hence
$$q(w_0)=w_0^k\,p(0)=w_0^k,\qquad |w_0|=\rho/|c|<1.$$
By the maximum modulus principle some $w$ with $|w|=1$ has $|q(w)|\ge|w_0|^k$. Put $z=c+\rho/w$. Then $|z-c|=\rho$ and $|p(z)|=|q(w)|\ge(\rho/|c|)^k$.

**Attainment.** Since $1-z/c=-(z-c)/c$, we have $|p_*(z)|=(|z-c|/|c|)^k$. This equals $(\rho/|c|)^k$ on the whole circle and is no larger inside.

**Uniqueness.** Suppose $|p|\le(\rho/|c|)^k$ on the circle. Then $|q|\le|w_0|^k$ on the unit circle, and so on the unit disk. The value $|w_0|^k$ is reached at the interior point $w_0$, so $q$ is constant there, equal to $w_0^k$. For $N=n+2$ with $n=0,1,2,\dots$, setting $w=1/N$ gives $N^{-k}p(c+\rho N)=w_0^k$, that is,
$$p(c+\rho N)=(Nw_0)^k=\left(-\frac{\rho N}{c}\right)^k=p_*(c+\rho N).$$
Two polynomials that agree at infinitely many points are equal.

**Operators.** Let $\|A-c\|\le\rho$ and $B=1-A/c=(c-A)/c$. Then $\|B\|\le\rho/|c|$ and $p_*(A)=B^k$, so $\|p_*(A)r\|\le(\rho/|c|)^k\|r\|$. The GMRES minimum is no larger.

## The Born series as the extremal polynomial

For the scattering problem $c=1$, and $p_*(A)=(G_0V)^k$. Starting from $x_0=0$, the truncated Born series $x_k=\sum_{j<k}(G_0V)^j\phi$ leaves the residual
$$\phi-(1-G_0V)x_k=(G_0V)^k\phi,$$
so it realises exactly the extremal polynomial. Each term after the first costs one application of $V$ and one of $G_0$. GMRES works in the same space, spanned by $\phi,\dots,(G_0V)^{k-1}\phi$, but chooses the coefficients to minimise the residual. With $\|G_0V\|\le 1/2$, twenty steps bring the relative residual to at most $2^{-20}\approx9.5\times10^{-7}$.

The lower bound concerns polynomials on the full disk, and a particular operator may do better: for $A=c\cdot1$ one step gives residual zero.

## Residual polynomials and the GMRES minimum in Lean

```lean
import Mathlib

open Polynomial Metric

namespace GMRESDiskBound

noncomputable section
```

The two constraints on $p$ form a predicate on `ℂ[X]`, the complex polynomials.

```lean
/-- A residual polynomial of a `k`-step Krylov method: degree at most `k` and value one at
the origin. -/
def IsResidualPoly (k : ℕ) (p : ℂ[X]) : Prop :=
  p.natDegree ≤ k ∧ p.eval 0 = 1
```

The polynomial $p_*$ is `optimalPoly c k`; `C` turns a number into a constant polynomial.

```lean
/-- The polynomial `(1 - X/c)^k`, for a nonzero centre `c`. -/
def optimalPoly (c : ℂ) (k : ℕ) : ℂ[X] := (1 - C c⁻¹ * X) ^ k
```

The function $q$ is called `inverted`. Composing $p$ with `X + C c` shifts the expansion point, so the coefficients of the composite are the $a_j$. The radius `ρ` is real and is converted to a complex number where needed.

```lean
/-- The sum over `j ≤ k` of `a_j ρ^j w^(k-j)`, where `a_j` is the coefficient of `(z - c)^j` in the
expansion of `p` about `c`. -/
def inverted (p : ℂ[X]) (c : ℂ) (ρ : ℝ) (k : ℕ) (w : ℂ) : ℂ :=
  ∑ j ∈ Finset.range (k + 1), (p.comp (X + C c)).coeff j * (ρ : ℂ) ^ j * w ^ (k - j)
```

The last definition takes the infimum of $\|p(A)r\|$ over residual polynomials, with `aeval A p` standing for $p(A)$. Here `E` is any complex normed space, of finite or infinite dimension, and `A` is a bounded operator on it. When the norm comes from an inner product, this infimum is the residual norm that GMRES reaches after $k$ steps in exact arithmetic and without restarts.

```lean
/-- The infimum of `‖p(A) r‖` over the residual polynomials `p` of degree at most `k`. If the norm
comes from an inner product, this is the norm of the GMRES residual after `k` steps, for the
operator `A` and initial residual `r`. -/
def gmresResidual {E : Type*} [NormedAddCommGroup E] [NormedSpace ℂ E]
    (A : E →L[ℂ] E) (r : E) (k : ℕ) : ℝ :=
  ⨅ p : {p : ℂ[X] // IsResidualPoly k p}, ‖(aeval A p.1) r‖
```

## Turning the disk inside out

The identity $q(w)=w^kp(c+\rho/w)$ is proved term by term. The degree bound allows the shifted polynomial to be written as a sum up to $j=k$, and `hsplit` splits $w^k$ into $w^{k-j}w^j$, whose second factor cancels the denominator of $(\rho/w)^j$.

```lean
/-- For `w ≠ 0` and `p` of degree at most `k`, the inverted polynomial is `w^k p(c + ρ/w)`. -/
theorem inverted_eq {p : ℂ[X]} {k : ℕ} (hp : p.natDegree ≤ k) (c : ℂ) (ρ : ℝ)
    {w : ℂ} (hw : w ≠ 0) :
    inverted p c ρ k w = w ^ k * p.eval (c + ρ / w) := by
  have hdeg : (p.comp (X + C c)).natDegree < k + 1 := by
    rw [natDegree_comp, natDegree_X_add_C]
    omega
  have h : p.eval (c + ρ / w) = (p.comp (X + C c)).eval (ρ / w) := by
    rw [eval_comp, eval_add, eval_X, eval_C, add_comm c]
  rw [h, eval_eq_sum_range' hdeg, Finset.mul_sum, inverted]
  refine Finset.sum_congr rfl fun j hj => ?_
  have hjk : j ≤ k := by
    have := Finset.mem_range.mp hj
    omega
  have hsplit : w ^ k = w ^ (k - j) * w ^ j := by
    rw [← pow_add, Nat.sub_add_cancel hjk]
  have e : w ^ j * ((ρ : ℂ) ^ j / w ^ j) = (ρ : ℂ) ^ j := by
    field_simp
  rw [hsplit, div_pow]
  linear_combination (-((p.comp (X + C c)).coeff j * w ^ (k - j))) * e
```

The maximum modulus principle needs $q$ to be differentiable, at $w=0$ as well. This is clear from the sum, whose terms have no negative powers.

```lean
/-- The inverted polynomial is an entire function of `w`. -/
theorem inverted_differentiable (p : ℂ[X]) (c : ℂ) (ρ : ℝ) (k : ℕ) :
    Differentiable ℂ (inverted p c ρ k) := by
  change Differentiable ℂ (fun w => ∑ j ∈ Finset.range (k + 1),
    (p.comp (X + C c)).coeff j * (ρ : ℂ) ^ j * w ^ (k - j))
  exact Differentiable.fun_sum (fun j _ => by fun_prop)
```

The next lemma collects the facts about $w_0$: it lies in the open unit disk, $q(w_0)=w_0^k$, and this value has modulus $(\rho/|c|)^k$. Lean writes `‖c‖` for $|c|$.

```lean
/-- For `0 < ρ < |c|` the point `-ρ/c` lies in the unit disk, and there the inverted form of
a residual polynomial has the value `(-ρ/c)^k`, of modulus `(ρ/|c|)^k`. -/
theorem inverted_at_origin {p : ℂ[X]} {k : ℕ} (hp : IsResidualPoly k p) {c : ℂ} {ρ : ℝ}
    (hρ : 0 < ρ) (hc : ρ < ‖c‖) :
    -(ρ : ℂ) / c ∈ ball (0 : ℂ) 1 ∧ inverted p c ρ k (-(ρ : ℂ) / c) = (-(ρ : ℂ) / c) ^ k ∧
      ‖(-(ρ : ℂ) / c) ^ k‖ = (ρ / ‖c‖) ^ k := by
  have hc0 : c ≠ 0 := norm_pos_iff.mp (hρ.trans hc)
  have hρ0 : (ρ : ℂ) ≠ 0 := Complex.ofReal_ne_zero.mpr hρ.ne'
  have hw : -(ρ : ℂ) / c ≠ 0 := div_ne_zero (neg_ne_zero.mpr hρ0) hc0
  have hn : ‖-(ρ : ℂ) / c‖ = ρ / ‖c‖ := by
    rw [norm_div, norm_neg, Complex.norm_real, Real.norm_of_nonneg hρ.le]
  refine ⟨?_, ?_, ?_⟩
  · rw [mem_ball_zero_iff, hn, div_lt_one (hρ.trans hc)]
    exact hc
  · have h : (ρ : ℂ) / (-(ρ : ℂ) / c) = -c := by
      rw [div_eq_iff hw]
      field_simp
    rw [inverted_eq hp.1 c ρ hw, h, add_neg_cancel, hp.2, mul_one]
  · rw [norm_pow, hn]
```

## The lower bound and the minimax value

The theorem states that a point $z$ on the circle exists with $|p(z)|\ge(\rho/|c|)^k$. Mathlib's `Complex.exists_mem_frontier_isMaxOn_norm` supplies a boundary point $w$ at which $|q|$ is maximal over the closed disk. Comparing with $w_0$ and using $|w|=1$ gives the inequality at $z=c+\rho/w$.

```lean
/-- For `0 < ρ < |c|`, every residual polynomial of degree at most `k` has modulus at least
`(ρ/|c|)^k` somewhere on the circle of radius `ρ` about `c`. -/
theorem exists_circle_point_ge {p : ℂ[X]} {k : ℕ} (hp : IsResidualPoly k p) {c : ℂ} {ρ : ℝ}
    (hρ : 0 < ρ) (hc : ρ < ‖c‖) :
    ∃ z : ℂ, ‖z - c‖ = ρ ∧ (ρ / ‖c‖) ^ k ≤ ‖p.eval z‖ := by
  obtain ⟨hmem, hval, hnorm⟩ := inverted_at_origin hp hρ hc
  -- the maximum modulus over the closed unit disk is attained on its boundary
  obtain ⟨w, hw, hmax⟩ := Complex.exists_mem_frontier_isMaxOn_norm
    (U := ball (0 : ℂ) 1) isBounded_ball ⟨0, by simp⟩
    (inverted_differentiable p c ρ k).diffContOnCl
  rw [frontier_ball (0 : ℂ) one_ne_zero, mem_sphere_zero_iff_norm] at hw
  have hw0 : w ≠ 0 := norm_pos_iff.mp (by rw [hw]; exact one_pos)
  have h : ‖inverted p c ρ k (-(ρ : ℂ) / c)‖ ≤ ‖inverted p c ρ k w‖ :=
    hmax (subset_closure hmem)
  rw [hval, hnorm, inverted_eq hp.1 c ρ hw0, norm_mul, norm_pow, hw, one_pow, one_mul] at h
  refine ⟨c + ρ / w, ?_, h⟩
  rw [add_sub_cancel_left, norm_div, hw, div_one, Complex.norm_real, Real.norm_of_nonneg hρ.le]
```

For $p_*$, the proof checks the degree and the value at the origin, then rewrites $1-z/c$ as $-(z-c)/c$ to obtain the modulus at every $z$.

```lean
/-- For `c ≠ 0`, `(1 - X/c)^k` is a residual polynomial, and its modulus at `z` is
`(|z - c|/|c|)^k`. -/
theorem optimalPoly_spec {c : ℂ} (hc : c ≠ 0) (k : ℕ) :
    IsResidualPoly k (optimalPoly c k) ∧
      ∀ z : ℂ, ‖(optimalPoly c k).eval z‖ = (‖z - c‖ / ‖c‖) ^ k := by
  refine ⟨⟨?_, by simp [optimalPoly]⟩, fun z => ?_⟩
  · have h : (1 - C c⁻¹ * X : ℂ[X]).natDegree ≤ 1 := by compute_degree
    exact natDegree_pow_le.trans ((Nat.mul_le_mul_left k h).trans (mul_one k).le)
  · have h1 : c⁻¹ * c = 1 := inv_mul_cancel₀ hc
    have h2 : 1 - c⁻¹ * z = -(z - c) / c := by
      rw [eq_div_iff hc]
      linear_combination (-z) * h1
    have h3 : (optimalPoly c k).eval z = (1 - c⁻¹ * z) ^ k := by simp [optimalPoly]
    rw [h3, h2, norm_pow, norm_div, norm_neg]
```

`IsLeast` combines two statements about the set of numbers $M$ that bound some residual polynomial on the closed disk: $(\rho/|c|)^k$ belongs to the set, and no member is smaller. The first comes from $p_*$, the second from the circle point just found.

```lean
/-- For `0 < ρ < |c|`, the smallest uniform bound that a residual polynomial of degree at most `k`
can satisfy on the disk of radius `ρ` about `c` is `(ρ/|c|)^k`. -/
theorem disk_minimax {c : ℂ} {ρ : ℝ} (hρ : 0 < ρ) (hc : ρ < ‖c‖) (k : ℕ) :
    IsLeast {M : ℝ | ∃ p : ℂ[X], IsResidualPoly k p ∧ ∀ z : ℂ, ‖z - c‖ ≤ ρ → ‖p.eval z‖ ≤ M}
      ((ρ / ‖c‖) ^ k) := by
  obtain ⟨hres, hnorm⟩ := optimalPoly_spec (norm_pos_iff.mp (hρ.trans hc)) k
  constructor
  · refine ⟨optimalPoly c k, hres, fun z hz => ?_⟩
    rw [hnorm]
    gcongr
  · rintro M ⟨p, hp, hM⟩
    obtain ⟨z, hz, h⟩ := exists_circle_point_ge hp hρ hc
    exact h.trans (hM z hz.le)
```

## Uniqueness from an interior maximum

The equivalence says that a residual polynomial stays within the minimax value on the circle exactly when it is $p_*$. In the forward direction, `hm` carries the boundary bound into the disk and records the interior maximum at $w_0$. The strong form of the maximum principle then yields `hconst`, the constancy of $q$. The points $c+\rho(n+2)$ are distinct because $\rho\neq0$, and their images $1/(n+2)$ lie inside the unit disk, so the calculation by hand applies at each of them. The reverse direction is the modulus formula for $p_*$.

```lean
/-- For `0 < ρ < |c|`, a residual polynomial of degree at most `k` stays within `(ρ/|c|)^k` on the
circle of radius `ρ` about `c` exactly when it is `(1 - X/c)^k`. -/
theorem optimal_iff {p : ℂ[X]} {k : ℕ} (hp : IsResidualPoly k p) {c : ℂ} {ρ : ℝ}
    (hρ : 0 < ρ) (hc : ρ < ‖c‖) :
    (∀ z : ℂ, ‖z - c‖ = ρ → ‖p.eval z‖ ≤ (ρ / ‖c‖) ^ k) ↔ p = optimalPoly c k := by
  have hc0 : c ≠ 0 := norm_pos_iff.mp (hρ.trans hc)
  constructor
  · intro hb
    obtain ⟨hmem, hval, hnorm⟩ := inverted_at_origin hp hρ hc
    have hd := inverted_differentiable p c ρ k
    -- the modulus of the inverted polynomial has an interior maximum
    have hm : IsMaxOn (norm ∘ inverted p c ρ k) (ball (0 : ℂ) 1) (-(ρ : ℂ) / c) := by
      refine isMaxOn_iff.mpr fun w hw => ?_
      change ‖inverted p c ρ k w‖ ≤ ‖inverted p c ρ k (-(ρ : ℂ) / c)‖
      rw [hval, hnorm]
      refine Complex.norm_le_of_forall_mem_frontier_norm_le isBounded_ball
        hd.diffContOnCl (fun v hv => ?_) (subset_closure hw)
      rw [frontier_ball (0 : ℂ) one_ne_zero, mem_sphere_zero_iff_norm] at hv
      have hv0 : v ≠ 0 := norm_pos_iff.mp (by rw [hv]; exact one_pos)
      rw [inverted_eq hp.1 c ρ hv0, norm_mul, norm_pow, hv, one_pow, one_mul]
      apply hb
      rw [add_sub_cancel_left, norm_div, hv, div_one, Complex.norm_real,
        Real.norm_of_nonneg hρ.le]
    have hconst := Complex.eqOn_of_isPreconnected_of_isMaxOn_norm
      (convex_ball (0 : ℂ) 1).isPreconnected isOpen_ball hd.differentiableOn hmem hm
    -- so the two polynomials agree at infinitely many points outside the disk
    apply eq_of_infinite_eval_eq
    refine Set.infinite_of_injective_forall_mem
      (f := fun n : ℕ => c + (ρ : ℂ) * ((n + 2 : ℕ) : ℂ)) ?_ ?_
    · intro a b h
      simpa [hρ.ne'] using h
    · intro n
      have hN : ((n + 2 : ℕ) : ℂ) ≠ 0 := Nat.cast_ne_zero.mpr (by omega)
      have hlt : (1 : ℝ) < ((n + 2 : ℕ) : ℝ) := by
        exact_mod_cast (by omega : 1 < n + 2)
      have hw : ((n + 2 : ℕ) : ℂ)⁻¹ ∈ ball (0 : ℂ) 1 := by
        rw [mem_ball_zero_iff, norm_inv, Complex.norm_natCast]
        exact inv_lt_one_of_one_lt₀ hlt
      have h : inverted p c ρ k ((n + 2 : ℕ) : ℂ)⁻¹ = inverted p c ρ k (-(ρ : ℂ) / c) :=
        hconst hw
      rw [hval, inverted_eq hp.1 c ρ (inv_ne_zero hN), div_inv_eq_mul] at h
      change p.eval (c + (ρ : ℂ) * ((n + 2 : ℕ) : ℂ)) =
        (optimalPoly c k).eval (c + (ρ : ℂ) * ((n + 2 : ℕ) : ℂ))
      have ho : (optimalPoly c k).eval (c + (ρ : ℂ) * ((n + 2 : ℕ) : ℂ)) =
          (1 - c⁻¹ * (c + (ρ : ℂ) * ((n + 2 : ℕ) : ℂ))) ^ k := by
        simp only [optimalPoly, eval_pow, eval_sub, eval_one, eval_mul, eval_C, eval_X]
      have h1 : c⁻¹ * c = 1 := inv_mul_cancel₀ hc0
      have h2 : 1 - c⁻¹ * (c + (ρ : ℂ) * ((n + 2 : ℕ) : ℂ)) =
          ((n + 2 : ℕ) : ℂ) * (-(ρ : ℂ) / c) := by
        linear_combination -h1
      rw [ho, h2, mul_pow, ← h, ← mul_assoc, ← mul_pow, mul_inv_cancel₀ hN, one_pow, one_mul]
  · rintro rfl z hz
    rw [(optimalPoly_spec hc0 k).2, hz]
```

## The residual bound for an operator near a multiple of the identity

The final theorem assumes $c\ne0$ and $\|A-c\|\le\rho$ in operator norm. It does not require $\rho<|c|$, though only then does the bound decrease with $k$. A norm condition is stronger than placing the eigenvalues in the disk: for a non-normal matrix the eigenvalues can lie there while $\|A-c\|$ is large.

In the proof, `hpoly` identifies $p_*(A)$ with $B^k$, and `hpow` shows by induction that each application of $B$ contributes a factor of at most $\rho/|c|$. Since $p_*$ is one of the competitors, the infimum is at most $\|p_*(A)r\|$; this is `hinf`.

```lean
/-- If `c ≠ 0` and the operator `A` is within `ρ` of `c` times the identity in operator norm, the
infimum of `‖p(A) r‖` over the residual polynomials `p` of degree at most `k` is at most
`(ρ/|c|)^k ‖r‖`. -/
theorem gmresResidual_le {E : Type*} [NormedAddCommGroup E] [NormedSpace ℂ E]
    (A : E →L[ℂ] E) (r : E) (k : ℕ) {c : ℂ} {ρ : ℝ} (hc : c ≠ 0)
    (hA : ‖A - c • (1 : E →L[ℂ] E)‖ ≤ ρ) :
    gmresResidual A r k ≤ (ρ / ‖c‖) ^ k * ‖r‖ := by
  have hρ : 0 ≤ ρ := (norm_nonneg _).trans hA
  let B : E →L[ℂ] E := c⁻¹ • (c • (1 : E →L[ℂ] E) - A)
  have hB : ‖B‖ ≤ ρ / ‖c‖ := by
    change ‖c⁻¹ • (c • (1 : E →L[ℂ] E) - A)‖ ≤ ρ / ‖c‖
    rw [norm_smul, norm_inv, norm_sub_rev, div_eq_inv_mul]
    gcongr
  have hpoly : aeval A (optimalPoly c k) = B ^ k := by
    have h : aeval A (1 - C c⁻¹ * X : ℂ[X]) = B := by
      change _ = c⁻¹ • (c • (1 : E →L[ℂ] E) - A)
      rw [map_sub, map_one, map_mul, aeval_C, aeval_X, Algebra.algebraMap_eq_smul_one,
        smul_mul_assoc, one_mul, smul_sub, smul_smul, inv_mul_cancel₀ hc, one_smul]
    rw [optimalPoly, map_pow, h]
  -- each application of `B` multiplies the norm by at most ρ/|c|
  have hpow : ∀ n : ℕ, ‖(B ^ n) r‖ ≤ (ρ / ‖c‖) ^ n * ‖r‖ := by
    intro n
    induction n with
    | zero => simp
    | succ n ih =>
      rw [pow_succ' B]
      change ‖B ((B ^ n) r)‖ ≤ _
      calc ‖B ((B ^ n) r)‖ ≤ ‖B‖ * ‖(B ^ n) r‖ := B.le_opNorm _
        _ ≤ (ρ / ‖c‖) * ((ρ / ‖c‖) ^ n * ‖r‖) := by gcongr
        _ = (ρ / ‖c‖) ^ (n + 1) * ‖r‖ := by ring
  have hinf : gmresResidual A r k ≤ ‖(aeval A (optimalPoly c k)) r‖ :=
    ciInf_le (f := fun p : {p : ℂ[X] // IsResidualPoly k p} => ‖(aeval A p.1) r‖)
      ⟨0, by rintro _ ⟨p, rfl⟩; exact norm_nonneg _⟩
      ⟨optimalPoly c k, (optimalPoly_spec hc k).1⟩
  rw [hpoly] at hinf
  exact hinf.trans (hpow k)

end

end GMRESDiskBound
```

```lean
#print axioms GMRESDiskBound.disk_minimax
#print axioms GMRESDiskBound.optimal_iff
#print axioms GMRESDiskBound.gmresResidual_le
```

```
'GMRESDiskBound.disk_minimax' depends on axioms: [propext, Classical.choice, Quot.sound]
'GMRESDiskBound.optimal_iff' depends on axioms: [propext, Classical.choice, Quot.sound]
'GMRESDiskBound.gmresResidual_le' depends on axioms: [propext, Classical.choice, Quot.sound]
```
